# A half-cell shift that exchanges the two sublattices takes the winding of a gapped two-band chiral chain from W to 1 − W

**Q.** You describe a whole chain by one complex function $h(k)$, and its winding number by an integral with values in the complex numbers. Where is the chain, and why should that number be an integer?

**A.** The function is what chiral symmetry leaves of a two-band Bloch Hamiltonian. With sublattices A and B and lattice constant 1,

$$H(k)=\begin{pmatrix}0&h(k)\\ \overline{h(k)}&0\end{pmatrix},\qquad E_\pm(k)=\pm|h(k)|,$$

so the gap is open exactly when $h$ has no zero. The winding number is

$$W(h)=\frac{1}{2\pi i}\int_0^{2\pi}\frac{h'(k)}{h(k)}\,dk .$$

I let it be complex so that its being an integer is a theorem and not part of the definition. The matrix $H(k)$ itself does not appear in the file; only $h$ does.

```lean
import Mathlib

open scoped Real ComplexConjugate

namespace ChiralChainWinding

noncomputable section
```

**Q.** What do you demand of $h$?

**A.** Three things, collected in `GappedLoop`: a continuous first derivative in the real variable $k$, period $2\pi$, and no zeros. The last is the open gap, and it is assumed.

```lean
/-- The off-diagonal element `h(k)` of a gapped chiral two-band Bloch Hamiltonian:
continuously differentiable, `2π`-periodic and nowhere zero. -/
structure GappedLoop (h : ℝ → ℂ) : Prop where
  smooth : ContDiff ℝ 1 h
  periodic : Function.Periodic h (2 * π)
  gapped : ∀ k, h k ≠ 0
```

The integral is then written down as it stands. Taking the upper right element and increasing $k$ fixes the sign; the lower left element would give $-W$.

```lean
/-- The winding number: the integral of `h'/h` over the Brillouin zone, divided by `2πi`,
meant for continuously differentiable `h` without zeros. -/
def winding (h : ℝ → ℂ) : ℂ :=
  (∫ k in (0 : ℝ)..(2 * π), deriv h k / h k) / (2 * π * Complex.I)
```

**Q.** And the half-cell shift? I know it as a regrouping of sites, not as a formula.

**A.** Let $a_k\propto\sum_n e^{-ikn}a_n$ and $b_k\propto\sum_n e^{-ikn}b_n$, with the same prefactor, be the Bloch annihilation operators of the two sublattices. A bond between the A site of cell $n$ and the B site of cell $n+1$ then enters $h(k)$ with the phase $e^{ik}$. Form new cells from the B site of cell $n+1$ and the A site of cell $n$, in that order. Then $a'_k=e^{ik}b_k$ and $b'_k=a_k$, so

$$b_k^\dagger\,\overline{h(k)}\,a_k=a_k'^\dagger\,e^{ik}\,\overline{h(k)}\,b'_k .$$

The new off-diagonal element is $e^{ik}\overline{h(k)}$. The conjugate appears because B now comes first; with A kept first, the element would be $e^{-ik}h(k)$, and its winding $W(h)-1$. The file takes the resulting function as its definition.

```lean
/-- The Bloch phase `exp(ik)` of a translation by one unit cell. -/
def phase (k : ℝ) : ℂ := Complex.exp (k * Complex.I)

/-- The half-cell-shifted function `exp(ik) conj(h(k))`. -/
def shifted (h : ℝ → ℂ) (k : ℝ) : ℂ := phase k * conj (h k)
```

The example is the Su–Schrieffer–Heeger (SSH) chain, with hopping $v$ inside the cell and $w$ between cells. Both may be complex, which includes the real case.

```lean
/-- The SSH function `v + w exp(ik)` with intracell hopping `v` and intercell hopping `w`. -/
def ssh (v w : ℂ) (k : ℝ) : ℂ := v + w * phase k
```

**Q.** Now show me the integer.

**A.** Follow $h$ while dividing out its accumulated logarithmic derivative:

$$F(x)=h(x)\exp\Big(-\int_0^x\frac{h'(k)}{h(k)}\,dk\Big),\qquad F'(x)=\Big(h'(x)-h(x)\frac{h'(x)}{h(x)}\Big)\exp(\cdots)=0 .$$

So $F(2\pi)=F(0)$, that is, $h(2\pi)\,e^{-2\pi iW}=h(0)$. Periodicity gives $h(2\pi)=h(0)\neq0$, hence $e^{-2\pi iW}=1$ and $W$ is an integer.

In the proof, `hG` is $F'=0$ and `hconst` is the comparison of the two ends. `Complex.exp_eq_one_iff` then supplies an integer $n$ for the exponent, so the winding is $-n$.

```lean
/-- The winding number of a gapped loop is an integer. -/
theorem winding_integer {h : ℝ → ℂ} (hh : GappedLoop h) : ∃ n : ℤ, winding h = n := by
  have hc : Continuous (fun k => deriv h k / h k) :=
    (hh.smooth.continuous_deriv le_rfl).div hh.smooth.continuous hh.gapped
  -- `h` times the exponential of minus the accumulated logarithmic derivative is constant
  have hG : ∀ x, HasDerivAt
      (fun x => h x * Complex.exp (-(∫ k in (0 : ℝ)..x, deriv h k / h k))) 0 x := by
    intro x
    have h1 := (hh.smooth.differentiable (by norm_num) x).hasDerivAt
    have h2 := (hc.integral_hasStrictDerivAt 0 x).hasDerivAt.fun_neg.cexp
    refine (h1.fun_mul h2).congr_deriv ?_
    have h3 : h x * (deriv h x / h x) = deriv h x := mul_div_cancel₀ _ (hh.gapped x)
    linear_combination
      (-Complex.exp (-(∫ k in (0 : ℝ)..x, deriv h k / h k))) * h3
  have hconst := is_const_of_deriv_eq_zero (fun x => (hG x).differentiableAt)
    (fun x => (hG x).deriv) (2 * π) 0
  have hper : h (2 * π) = h 0 := by simpa using hh.periodic 0
  simp only [hper, intervalIntegral.integral_same, neg_zero, Complex.exp_zero] at hconst
  -- periodicity forces the total exponential to be one
  obtain ⟨n, hn⟩ := Complex.exp_eq_one_iff.1 (mul_left_cancel₀ (hh.gapped 0) hconst)
  refine ⟨-n, ?_⟩
  unfold winding
  rw [div_eq_iff Complex.two_pi_I_ne_zero]
  push_cast
  linear_combination -hn
```

**Q.** When can you say that the integer is zero without computing anything?

**A.** When $h$ stays in the right half-plane. There the principal logarithm is differentiable along the loop, with derivative $h'/h$, so

$$\int_0^{2\pi}\frac{h'}{h}\,dk=\operatorname{Log}h(2\pi)-\operatorname{Log}h(0)=0 .$$

The proof is this use of the fundamental theorem of calculus, with `hre` keeping the loop off the logarithm's cut.

```lean
/-- A gapped loop that stays in the right half of the complex plane has winding zero. -/
theorem winding_eq_zero_of_re_pos {h : ℝ → ℂ} (hh : GappedLoop h)
    (hre : ∀ k, 0 < (h k).re) : winding h = 0 := by
  have hc : Continuous (fun k => deriv h k / h k) :=
    (hh.smooth.continuous_deriv le_rfl).div hh.smooth.continuous hh.gapped
  have hper : h (2 * π) = h 0 := by simpa using hh.periodic 0
  -- the principal logarithm is a single-valued antiderivative
  have hint := intervalIntegral.integral_eq_sub_of_hasDerivAt
    (fun k _ => (hh.smooth.differentiable (by norm_num) k).hasDerivAt.clog_real
      (Complex.mem_slitPlane_iff.2 (Or.inl (hre k))))
    (hc.intervalIntegrable 0 (2 * π))
  unfold winding
  rw [hint, hper, sub_self, zero_div]
```

**Q.** The shifted function is a product. Do windings add?

**A.** Yes, because for gapped loops $f$ and $g$

$$\frac{(fg)'}{fg}=\frac{f'g+fg'}{fg}=\frac{f'}{f}+\frac{g'}{g},$$

and one integrates both sides. The identity is `hd`; the continuity facts `cf` and `cg` allow the integral to be split. The theorem also records that the product is again a gapped loop, which later steps need.

```lean
/-- The product of two gapped loops is a gapped loop, and its winding is the sum of theirs. -/
theorem winding_mul {f g : ℝ → ℂ} (hf : GappedLoop f) (hg : GappedLoop g) :
    GappedLoop (fun k => f k * g k) ∧
      winding (fun k => f k * g k) = winding f + winding g := by
  refine ⟨⟨hf.smooth.mul hg.smooth, fun k => ?_,
    fun k => mul_ne_zero (hf.gapped k) (hg.gapped k)⟩, ?_⟩
  · show f (k + 2 * π) * g (k + 2 * π) = f k * g k
    rw [hf.periodic k, hg.periodic k]
  · have hd : ∀ k, deriv (fun x => f x * g x) k / (f k * g k)
        = deriv f k / f k + deriv g k / g k := by
      intro k
      rw [((hf.smooth.differentiable (by norm_num) k).hasDerivAt.fun_mul
        (hg.smooth.differentiable (by norm_num) k).hasDerivAt).deriv,
        div_add_div _ _ (hf.gapped k) (hg.gapped k)]
    have cf : Continuous (fun k => deriv f k / f k) :=
      (hf.smooth.continuous_deriv le_rfl).div hf.smooth.continuous hf.gapped
    have cg : Continuous (fun k => deriv g k / g k) :=
      (hg.smooth.continuous_deriv le_rfl).div hg.smooth.continuous hg.gapped
    unfold winding
    simp only [hd]
    rw [intervalIntegral.integral_add (cf.intervalIntegrable _ _)
      (cg.intervalIntegrable _ _), add_div]
```

**Q.** And conjugation reverses the winding?

**A.** The product $h\bar h=|h|^2$ is positive, so it lies in the right half-plane and has winding zero. Additivity gives $0=W(h)+W(\bar h)$. The Lean proof combines the same two earlier results.

```lean
/-- The complex conjugate of a gapped loop is a gapped loop with the opposite winding. -/
theorem winding_conj {h : ℝ → ℂ} (hh : GappedLoop h) :
    GappedLoop (fun k => conj (h k)) ∧ winding (fun k => conj (h k)) = -winding h := by
  have hc : GappedLoop (fun k => conj (h k)) := by
    refine ⟨Complex.conjCLE.contDiff.comp hh.smooth, fun k => ?_, fun k => ?_⟩
    · show conj (h (k + 2 * π)) = conj (h k)
      rw [hh.periodic k]
    · exact (map_ne_zero (starRingEnd ℂ)).2 (hh.gapped k)
  refine ⟨hc, ?_⟩
  -- the product of `h` and its conjugate is positive, hence does not wind
  obtain ⟨hp, hw⟩ := winding_mul hh hc
  have h0 := winding_eq_zero_of_re_pos hp (fun k => by
    rw [Complex.mul_conj, Complex.ofReal_re]
    exact Complex.normSq_pos.2 (hh.gapped k))
  linear_combination h0 - hw
```

That leaves the phase $e^{ik}$. Its logarithmic derivative is the constant $i$, the integral is $2\pi i$, and the winding is 1.

```lean
/-- The Bloch phase `exp(ik)` is a gapped loop with winding one. -/
theorem winding_phase : GappedLoop phase ∧ winding phase = 1 := by
  refine ⟨⟨(Complex.ofRealCLM.contDiff.mul contDiff_const).cexp, fun k => ?_,
    fun k => Complex.exp_ne_zero _⟩, ?_⟩
  · unfold phase
    push_cast
    rw [add_mul, Complex.exp_add, Complex.exp_two_pi_mul_I, mul_one]
  · have hd : ∀ k, deriv phase k / phase k = Complex.I := by
      intro k
      have h1 : HasDerivAt phase (phase k * Complex.I) k := by
        have h0 := ((hasDerivAt_id k).ofReal_comp.mul_const Complex.I).cexp
        exact h0.congr_deriv (by simp [phase])
      rw [h1.deriv]
      exact mul_div_cancel_left₀ _ (Complex.exp_ne_zero _)
    unfold winding
    simp only [hd]
    rw [intervalIntegral.integral_const, sub_zero, Complex.real_smul,
      div_eq_one_iff_eq Complex.two_pi_I_ne_zero]
    push_cast
    rfl
```

**Q.** So the main statement is now one line?

**A.** It is:

$$W(e^{ik}\bar h)=W(e^{ik})+W(\bar h)=1-W(h).$$

In words, `winding_shifted` says that for every continuously differentiable, $2\pi$-periodic, nowhere-zero $h$, the shifted function has winding $1-W(h)$. For a non-interacting two-band chiral chain, this means that a quoted winding number has a meaning only together with the choice of unit cell.

```lean
/-- Shifting the unit cell of a gapped two-band chiral chain by half a cell,
`h(k) → exp(ik) conj(h(k))`, changes the winding from `W` to `1 - W`. -/
theorem winding_shifted {h : ℝ → ℂ} (hh : GappedLoop h) :
    winding (shifted h) = 1 - winding h := by
  obtain ⟨hc, hw⟩ := winding_conj hh
  have hm := (winding_mul winding_phase.1 hc).2
  rw [winding_phase.2, hw] at hm
  exact hm.trans (sub_eq_add_neg _ _).symm
```

**Q.** Real chains have small extra hoppings. Does $W$ survive them?

**A.** It does if the change in $h$ is smaller than $|h|$ at every $k$. Let $g$ be the original loop and $f$ the altered one, with $|f-g|<|g|$. Squaring,

$$|f|^2-2\operatorname{Re}(f\bar g)+|g|^2<|g|^2\quad\Longrightarrow\quad 2\operatorname{Re}(f\bar g)>|f|^2\ge0 .$$

So $f\bar g$ stays in the right half-plane, and $0=W(f\bar g)=W(f)-W(g)$. The proof writes the squared moduli in real and imaginary parts, and `nlinarith` draws the inequality from them. The extra terms must respect chiral symmetry, since otherwise a single $h$ no longer describes the chain.

```lean
/-- Two gapped loops have the same winding if at every `k` their difference is smaller in
modulus than the second loop. -/
theorem winding_stable {f g : ℝ → ℂ} (hf : GappedLoop f) (hg : GappedLoop g)
    (hfg : ∀ k, ‖f k - g k‖ < ‖g k‖) : winding f = winding g := by
  obtain ⟨hc, hw⟩ := winding_conj hg
  obtain ⟨hp, hm⟩ := winding_mul hf hc
  -- the relative phase of `f` and `g` never leaves the right half-plane
  have h0 := winding_eq_zero_of_re_pos hp (fun k => by
    have h1 : Complex.normSq (f k - g k) < Complex.normSq (g k) := by
      rw [Complex.normSq_eq_norm_sq, Complex.normSq_eq_norm_sq]
      nlinarith [hfg k, norm_nonneg (f k - g k)]
    simp only [Complex.normSq_apply, Complex.sub_re, Complex.sub_im] at h1
    simp only [Complex.mul_re, Complex.conj_re, Complex.conj_im]
    nlinarith [sq_nonneg (f k).re, sq_nonneg (f k).im])
  linear_combination h0 - hm - hw
```

**Q.** Apply it to the SSH chain.

**A.** Take $|w|<|v|$. Then $|v+we^{ik}|\ge|v|-|w|>0$, so the gap is open, and the distance from the constant loop $v$ is $|w|<|v|$. A constant has winding zero, hence $W(v+we^{ik})=0$. For the exchanged hoppings, shift the chain with conjugated ones:

$$e^{ik}\,\overline{\bar v+\bar w e^{ik}}=e^{ik}(v+we^{-ik})=w+ve^{ik},$$

so its winding is $1-0=1$.

In the proof, `key` covers the dominant intracell hopping, including the open gap, and `hswap` is the displayed identity. The only hypothesis is `‖w‖ < ‖v‖`, and $w=0$ is allowed.

```lean
/-- For complex hoppings with `|w| < |v|`, the SSH function `v + w exp(ik)` has winding zero
and the function `w + v exp(ik)` with exchanged hoppings has winding one. -/
theorem winding_ssh {v w : ℂ} (hvw : ‖w‖ < ‖v‖) :
    winding (ssh v w) = 0 ∧ winding (ssh w v) = 1 := by
  have hn : ∀ k, ‖phase k‖ = 1 := fun k => Complex.norm_exp_ofReal_mul_I k
  -- a dominant intracell hopping: compare with the constant loop
  have key : ∀ a b : ℂ, ‖b‖ < ‖a‖ → GappedLoop (ssh a b) ∧ winding (ssh a b) = 0 := by
    intro a b hab
    have ha : a ≠ 0 := norm_pos_iff.1 (lt_of_le_of_lt (norm_nonneg b) hab)
    have hs : GappedLoop (ssh a b) := by
      refine ⟨contDiff_const.add (contDiff_const.mul winding_phase.1.smooth),
        fun k => ?_, fun k hk => ?_⟩
      · unfold ssh
        rw [winding_phase.1.periodic k]
      · have h1 : a = -(b * phase k) := eq_neg_of_add_eq_zero_left hk
        have h2 : ‖a‖ = ‖b‖ := by rw [h1, norm_neg, norm_mul, hn, mul_one]
        linarith
    have hconst : GappedLoop (fun _ => a) := ⟨contDiff_const, fun _ => rfl, fun _ => ha⟩
    refine ⟨hs, (winding_stable hs hconst (fun k => ?_)).trans (by simp [winding])⟩
    simpa [ssh, hn] using hab
  refine ⟨(key v w hvw).2, ?_⟩
  -- the half-cell shift exchanges the two hoppings and conjugates them
  have hswap : shifted (ssh (conj v) (conj w)) = ssh w v := by
    funext k
    have hp : phase k * conj (phase k) = 1 := by
      rw [Complex.mul_conj, Complex.normSq_eq_norm_sq, hn]
      norm_num
    simp only [shifted, ssh, map_add, map_mul, Complex.conj_conj]
    linear_combination w * hp
  obtain ⟨hs, h0⟩ := key (conj v) (conj w) (by simpa using hvw)
  rw [← hswap, winding_shifted hs, h0, sub_zero]
```

**Q.** Give me numbers, and tell me what a program would do.

**A.** A program usually has $h$ on a grid $k_0,\dots,k_{N-1}$ around the zone. It can add up phase steps,

$$W=\frac1{2\pi}\sum_{j=0}^{N-1}\arg\frac{h(k_{j+1})}{h(k_j)},\qquad k_N=k_0+2\pi,$$

with each argument taken between $-\pi$ and $\pi$. This gives the right integer when the phase of $h$ really changes by less than $\pi$ between neighbouring points, so the grid should be fine enough to follow the phase where it turns quickly, as it often does where $|h|$ is small.

Take $v=2$, $w=1$ and four points:

| $k$ | $2+e^{ik}$ | shifted, $1+2e^{ik}$ |
|---|---|---|
| $0$ | $3$ | $3$ |
| $\pi/2$ | $2+i$ | $1+2i$ |
| $\pi$ | $1$ | $-1$ |
| $3\pi/2$ | $2-i$ | $1-2i$ |

The phase steps of $2+e^{ik}$ are $0.464,-0.464,-0.464,0.464$, with sum 0. Those of $1+2e^{ik}$ are $1.107,2.034,2.034,1.107$, with sum $6.28$, one full turn. The windings are 0 and 1, as they should be. To test the convention in a code, let it build $h$ from the hoppings $(v,w)=(2,1)$ and then from $(1,2)$. If it has the roles of $v$ and $w$ exchanged, it returns 1 and 0; if it has the sign of $k$ reversed, it returns 0 and $-1$.

**Q.** Could a chain sit exactly in between, unchanged by the shift?

**A.** Not with an open gap. If $h$ equals its own shifted function, then $W=1-W$, so $W=\tfrac12$, which is not an integer. A continuously differentiable periodic $h$ with this symmetry must therefore vanish somewhere. For equal real hoppings one sees it directly: $v(1+e^{ik})$ vanishes at $k=\pi$. The proof assumes that there is no zero, takes the integer from `winding_integer`, and lets `omega` refute $n=1-n$.

```lean
/-- If a continuously differentiable `2π`-periodic `h` equals its own half-cell-shifted
function, then `h` vanishes at some `k`. -/
theorem gap_closes_of_shift_invariant {h : ℝ → ℂ} (hs : ContDiff ℝ 1 h)
    (hp : Function.Periodic h (2 * π)) (hinv : shifted h = h) : ∃ k, h k = 0 := by
  by_contra hne
  have hh : GappedLoop h := ⟨hs, hp, fun k hk => hne ⟨k, hk⟩⟩
  -- an open gap would give an integer equal to one half
  obtain ⟨n, hn⟩ := winding_integer hh
  have h1 := winding_shifted hh
  rw [hinv, hn] at h1
  have h2 : n = 1 - n := by exact_mod_cast h1
  omega

end

end ChiralChainWinding
```

```lean
#print axioms ChiralChainWinding.winding_shifted
#print axioms ChiralChainWinding.winding_ssh
#print axioms ChiralChainWinding.gap_closes_of_shift_invariant
```

```
'ChiralChainWinding.winding_shifted' depends on axioms: [propext, Classical.choice, Quot.sound]
'ChiralChainWinding.winding_ssh' depends on axioms: [propext, Classical.choice, Quot.sound]
'ChiralChainWinding.gap_closes_of_shift_invariant' depends on axioms: [propext, Classical.choice, Quot.sound]
```

**Q.** Then does $W=1$ give me a state at the end of the chain?

**A.** That takes a separate argument about a finite or half-infinite chain with a specified termination. Everything here concerns the periodic bulk with two bands and no interactions or disorder.
